# N ultrasoft pseudo-states with one normalised projector of charge q ≥ 0 miss at most q/(1+q) of an electron in total

If ultrasoft pseudo-states are treated like ordinary orthonormal orbitals, the electron count comes out wrong: N occupied states give a smooth density that in general does not integrate to N. An augmentation term restores the difference. For a single normalised projector of charge q ≥ 0 and one electron per state, the shortfall has a closed form, and it stays below one electron however many states are occupied.

## The missing charge and its bound

Let b be a unit vector in a complex inner-product space, with ⟨·,·⟩ conjugate-linear in the first argument. For a real number q define the overlap operator

S x = x + q⟨b,x⟩b.

Here b is the projector. For a pseudo-state x, the term q|⟨b,x⟩|² stands for the squared norm that pseudisation removes from the true wave inside the atomic sphere. A projector β that is not normalised, with augmentation charge Q, is covered by taking b = β/‖β‖ and q = Q‖β‖². Let φ_i be N pseudo-states, each holding one electron, with ⟨φ_i, S φ_j⟩ = δ_ij. Written out, this condition is

⟨φ_i,φ_j⟩ + q⟨b,φ_j⟩⟨φ_i,b⟩ = δ_ij.   (1)

Let W = Σ_i |⟨b,φ_i⟩|² be the total weight on the projector. The claim is

N − Σ_i ‖φ_i‖² = qW,

and, for q ≥ 0,

N − q/(1+q) ≤ Σ_i ‖φ_i‖² ≤ N.

The diagonal of (1) reads ‖φ_i‖² + q|⟨b,φ_i⟩|² = 1. Summing over i gives the first formula, and the upper bound follows because qW ≥ 0.

The lower bound needs the off-diagonal relations as well. The diagonal alone, with the Cauchy–Schwarz inequality, limits the loss to q/(1+q) per state, which grows with N. For a combination x = Σ_j a_j φ_j, equation (1) gives

⟨φ_i,x⟩ = a_i − q⟨b,x⟩⟨φ_i,b⟩.   (2)

Take v = Σ_i ⟨φ_i,b⟩φ_i. Then ⟨b,v⟩ = W, and (2) becomes ⟨φ_i,v⟩ = (1 − qW)⟨φ_i,b⟩. Hence

‖v‖² = Σ_i ⟨b,φ_i⟩⟨φ_i,v⟩ = (1 − qW)W,

‖v − Wb‖² = ‖v‖² − 2W² + W² = W(1 − (1+q)W).   (3)

The left side of (3) is nonnegative. If W > 0, dividing by W gives (1+q)W ≤ 1; if W = 0, this is trivial. For q ≥ 0 it follows that qW ≤ q/(1+q), which is the lower bound.

If (1+q)W = 1, then (3) gives v = Wb, so b = (1+q)v lies in the span of the states. Conversely, if b = Σ_i a_i φ_i, then (2) with x = b gives a_i = (1+q)⟨φ_i,b⟩. Thus b = (1+q)v, and the inner product with b yields 1 = (1+q)W. For q > 0 the lower bound is therefore attained exactly when b lies in the span.

## Two states in ℂ²

Take b = (1,0) and q = 3, so that S multiplies the first component by 4 and leaves the second alone. The states (1/2,0) and (0,1) satisfy the orthonormality condition: the first gives 4·(1/4) = 1, the second gives 1, and the cross terms vanish. Their squared norms add up to 1/4 + 1 = 5/4. The weight is W = 1/4, so the missing charge is 3·(1/4) = 3/4. This equals q/(1+q), as it must, since b is twice the first state.

## The model in Lean

The space `E` may have any dimension, and completeness is not assumed. The states are labelled by a finite type `ι`, so N is `Fintype.card ι`.

```lean
import Mathlib

open Finset

namespace UltrasoftMissingCharge

noncomputable section

variable {E : Type*} [NormedAddCommGroup E] [InnerProductSpace ℂ E]
variable {ι : Type*} [Fintype ι]
```

The operator S, with its single projector, is `overlap`. Several projectors or several atoms would require a matrix of augmentation charges, which this model does not include.

```lean
/-- The ultrasoft overlap operator `S x = x + q ⟨b, x⟩ b` with one projector `b` and
augmentation charge `q`. -/
def overlap (q : ℝ) (b x : E) : E := x + ((q : ℂ) * inner ℂ b x) • b
```

The orthonormality condition is a hypothesis on the states; no Hamiltonian or eigenvalue problem appears.

```lean
/-- Generalized orthonormality of pseudo-states: `⟨φ i, S φ j⟩ = δ i j`. -/
def SOrthonormal [DecidableEq ι] (q : ℝ) (b : E) (φ : ι → E) : Prop :=
  ∀ i j, inner ℂ (φ i) (overlap q b (φ j)) = if i = j then 1 else 0
```

The next two definitions are W and v.

```lean
/-- The total weight of the pseudo-states on the projector, `∑ i, |⟨b, φ i⟩|²`. -/
def weight (b : E) (φ : ι → E) : ℝ := ∑ i, ‖inner ℂ b (φ i)‖ ^ 2

/-- The combination `∑ i, ⟨φ i, b⟩ φ i` of the pseudo-states. -/
def bandPart (b : E) (φ : ι → E) : E := ∑ i, inner ℂ (φ i) b • φ i
```

## Identities for inner products

Expanding S gives the left side of (1).

```lean
/-- Matrix elements of the overlap operator: `⟨x, S y⟩ = ⟨x, y⟩ + q ⟨b, y⟩ ⟨x, b⟩`. -/
theorem inner_overlap (q : ℝ) (b x y : E) :
    inner ℂ x (overlap q b y) = inner ℂ x y + q * inner ℂ b y * inner ℂ x b := by
  simp only [overlap, inner_add_right, inner_smul_right]
```

Two lemmas identify ⟨x,x⟩ and ⟨x,y⟩⟨y,x⟩, which are complex numbers in Lean, with the real numbers ‖x‖² and |⟨x,y⟩|².

```lean
private lemma inner_self_ofReal (x : E) : inner ℂ x x = ((‖x‖ ^ 2 : ℝ) : ℂ) :=
  (inner_self_eq_norm_sq_to_K (𝕜 := ℂ) x).trans (Complex.ofReal_pow ‖x‖ 2).symm

private lemma inner_mul_swap (x y : E) :
    inner ℂ x y * inner ℂ y x = ((‖inner ℂ x y‖ ^ 2 : ℝ) : ℂ) := by
  rw [← inner_conj_symm (𝕜 := ℂ) y x, Complex.mul_conj, Complex.normSq_eq_norm_sq]
```

The second of them, applied term by term, gives ⟨b,v⟩ = W.

```lean
private lemma inner_bandPart (b : E) (φ : ι → E) :
    inner ℂ b (bandPart b φ) = (weight b φ : ℂ) := by
  simp only [bandPart, weight, inner_sum, inner_smul_right]
  rw [Complex.ofReal_sum]
  refine Finset.sum_congr rfl fun i _ => ?_
  rw [mul_comm, inner_mul_swap]
```

## The exact shortfall

The theorem `missing_charge` holds for every real q and does not need b to be normalised. The step `s` is the diagonal of (1), solved for ‖φ_i‖²; it is derived over ℂ and carried back to ℝ by `Complex.ofReal_injective`. Summing it finishes the proof.

```lean
variable [DecidableEq ι] {q : ℝ} {b : E} {φ : ι → E}

/-- The charge missing from the pseudo-states is the augmentation charge times their
weight on the projector: `N - ∑ i, ‖φ i‖² = q ∑ i, |⟨b, φ i⟩|²`. -/
theorem missing_charge (h : SOrthonormal q b φ) :
    (Fintype.card ι : ℝ) - ∑ i, ‖φ i‖ ^ 2 = q * weight b φ := by
  -- each state carries one unit of charge, split into a smooth and an augmented part
  have s : ∀ i, ‖φ i‖ ^ 2 = 1 - q * ‖inner ℂ b (φ i)‖ ^ 2 := by
    intro i
    have t := h i i
    rw [inner_overlap, inner_self_ofReal, if_pos rfl] at t
    have m := inner_mul_swap b (φ i)
    have e : ((‖φ i‖ ^ 2 + q * ‖inner ℂ b (φ i)‖ ^ 2 : ℝ) : ℂ) = ((1 : ℝ) : ℂ) := by
      push_cast at t m ⊢
      linear_combination t - (q : ℂ) * m
    have e' := Complex.ofReal_injective e
    linarith
  simp_rw [s]
  rw [Finset.sum_sub_distrib, ← Finset.mul_sum]
  simp [weight]
```

## From combinations to the weight bound

Equation (2) is `inner_combination`. The step `g` solves (1) for ⟨φ_i,φ_j⟩, and the simplifier then collapses the Kronecker delta in the sum.

```lean
/-- The overlap of a pseudo-state with a combination `x = ∑ j, a j φ j` is
`⟨φ i, x⟩ = a i - q ⟨b, x⟩ ⟨φ i, b⟩`. -/
theorem inner_combination (h : SOrthonormal q b φ) (a : ι → ℂ) (i : ι) :
    inner ℂ (φ i) (∑ j, a j • φ j)
      = a i - q * inner ℂ b (∑ j, a j • φ j) * inner ℂ (φ i) b := by
  have g : ∀ j, inner ℂ (φ i) (φ j)
      = (if i = j then 1 else 0) - q * inner ℂ b (φ j) * inner ℂ (φ i) b := by
    intro j
    have t := h i j
    rw [inner_overlap] at t
    linear_combination t
  simp only [inner_sum, inner_smul_right, g, mul_sub, Finset.sum_sub_distrib, mul_ite,
    mul_one, mul_zero, Finset.sum_ite_eq, Finset.mem_univ, if_true, Finset.mul_sum,
    Finset.sum_mul]
  congr 1
  refine Finset.sum_congr rfl fun j _ => ?_
  ring
```

Equation (3) follows, and here ‖b‖ = 1 is used for the first time. The step `d` computes ⟨φ_i,v⟩, `hvv` computes ‖v‖², and the last lines expand the square.

```lean
/-- For a unit projector `b`, with `W` the weight on it and `v = ∑ i, ⟨φ i, b⟩ φ i`, the squared
distance from `v` to `W b` is `W (1 - (1 + q) W)`. -/
theorem residual_norm_sq (hb : ‖b‖ = 1) (h : SOrthonormal q b φ) :
    ‖bandPart b φ - (weight b φ : ℂ) • b‖ ^ 2
      = weight b φ * (1 - (1 + q) * weight b φ) := by
  have hbv := inner_bandPart b φ
  have hvb : inner ℂ (bandPart b φ) b = (weight b φ : ℂ) := by
    rw [← inner_conj_symm, hbv, Complex.conj_ofReal]
  have hbb : inner ℂ b b = (1 : ℂ) := by
    rw [inner_self_ofReal, hb]; norm_num
  have d : ∀ i, inner ℂ (φ i) (bandPart b φ)
      = (1 - q * (weight b φ : ℂ)) * inner ℂ (φ i) b := by
    intro i
    have t : inner ℂ (φ i) (bandPart b φ) = inner ℂ (φ i) b
        - q * inner ℂ b (bandPart b φ) * inner ℂ (φ i) b :=
      inner_combination h (fun j => inner ℂ (φ j) b) i
    rw [t, hbv]; ring
  have e : ∀ y, inner ℂ (bandPart b φ) y = ∑ i, inner ℂ b (φ i) * inner ℂ (φ i) y := by
    intro y
    simp only [bandPart, sum_inner, inner_smul_left, inner_conj_symm]
  -- the squared norm of `v` is `(1 - q W) W`
  have hvv : inner ℂ (bandPart b φ) (bandPart b φ)
      = (1 - q * (weight b φ : ℂ)) * (weight b φ : ℂ) := by
    rw [← hvb, e (bandPart b φ), e b, Finset.mul_sum]
    refine Finset.sum_congr rfl fun i _ => ?_
    rw [d i, ← e b, hvb]; ring
  apply Complex.ofReal_injective
  rw [← inner_self_ofReal]
  simp only [inner_sub_left, inner_sub_right, inner_smul_left, inner_smul_right, hvv, hbv,
    hvb, hbb, Complex.conj_ofReal]
  push_cast
  ring
```

The weight bound treats W = 0 and W > 0 separately, as above. It holds for every real q.

```lean
/-- The weight of all pseudo-states together on a unit projector obeys `(1 + q) ∑ i, |⟨b, φ i⟩|² ≤
1`. -/
theorem weight_le (hb : ‖b‖ = 1) (h : SOrthonormal q b φ) :
    (1 + q) * weight b φ ≤ 1 := by
  have r := residual_norm_sq hb h
  have p : 0 ≤ weight b φ := Finset.sum_nonneg fun i _ => sq_nonneg _
  have n := sq_nonneg ‖bandPart b φ - (weight b φ : ℂ) • b‖
  rw [r] at n
  rcases p.eq_or_lt with p0 | p0
  · rw [← p0]; norm_num
  · have := nonneg_of_mul_nonneg_right n p0
    linarith
```

In the equality case, the forward direction reads v = Wb off the vanishing residual and supplies the coefficients (1+q)⟨φ_i,b⟩. The reverse direction shows in `c` that any expansion of b has these coefficients.

```lean
/-- For a unit projector, the weight bound is an equality exactly when the projector lies in the
span of the pseudo-states. -/
theorem weight_eq_iff (hb : ‖b‖ = 1) (h : SOrthonormal q b φ) :
    (1 + q) * weight b φ = 1 ↔ b ∈ Submodule.span ℂ (Set.range φ) := by
  rw [Submodule.mem_span_range_iff_exists_fun]
  constructor
  · intro w
    have r := residual_norm_sq hb h
    rw [w, sub_self, mul_zero] at r
    have v : bandPart b φ = (weight b φ : ℂ) • b :=
      sub_eq_zero.mp (norm_eq_zero.mp (pow_eq_zero_iff two_ne_zero |>.mp r))
    have w' : (1 + (q : ℂ)) * (weight b φ : ℂ) = 1 := by exact_mod_cast w
    refine ⟨fun i => (1 + (q : ℂ)) * inner ℂ (φ i) b, ?_⟩
    have s : ∑ i, ((1 + (q : ℂ)) * inner ℂ (φ i) b) • φ i
        = (1 + (q : ℂ)) • bandPart b φ := by
      simp only [bandPart, Finset.smul_sum, smul_smul]
    rw [s, v, smul_smul, w', one_smul]
  · rintro ⟨a, ha⟩
    have hbb : inner ℂ b b = (1 : ℂ) := by
      rw [inner_self_ofReal, hb]; norm_num
    -- the expansion coefficients of `b` are `(1 + q) ⟨φ i, b⟩`
    have c : ∀ i, a i = (1 + (q : ℂ)) * inner ℂ (φ i) b := by
      intro i
      have t := inner_combination h a i
      rw [ha, hbb] at t
      linear_combination -t
    have v : b = (1 + (q : ℂ)) • bandPart b φ := by
      calc b = ∑ i, a i • φ i := ha.symm
        _ = (1 + (q : ℂ)) • bandPart b φ := by
          simp only [bandPart, Finset.smul_sum, smul_smul, c]
    have t : inner ℂ b b = (1 + (q : ℂ)) * (weight b φ : ℂ) := by
      rw [← inner_bandPart, ← inner_smul_right, ← v]
    rw [hbb] at t
    exact_mod_cast t.symm
```

## Bounds on the pseudo-charge

The main theorem assumes ‖b‖ = 1, q ≥ 0 and the orthonormality condition, and concludes both bounds together with the exact shortfall. The step `u` turns the weight bound into qW ≤ q/(1+q). For an ultrasoft or PAW calculation reduced to one projector, with one electron per state, this limits how far the integral of the smooth density can fall below the electron number. If each spatial state holds two electrons of opposite spin, the bound applies to each spin separately, and the total shortfall can reach 2q/(1+q).

```lean
/-- For `N` generalized-orthonormal pseudo-states, a unit projector and `q ≥ 0`, the pseudo-charge
lies between `N - q / (1 + q)` and `N`, and the missing charge is `q ∑ i, |⟨b, φ i⟩|²`. -/
theorem pseudo_charge_bounds (hb : ‖b‖ = 1) (hq : 0 ≤ q) (h : SOrthonormal q b φ) :
    (Fintype.card ι : ℝ) - q / (1 + q) ≤ ∑ i, ‖φ i‖ ^ 2 ∧
      ∑ i, ‖φ i‖ ^ 2 ≤ (Fintype.card ι : ℝ) ∧
      (Fintype.card ι : ℝ) - ∑ i, ‖φ i‖ ^ 2 = q * ∑ i, ‖inner ℂ b (φ i)‖ ^ 2 := by
  have m := missing_charge h
  have p : 0 ≤ weight b φ := Finset.sum_nonneg fun i _ => sq_nonneg _
  have u : q * weight b φ ≤ q / (1 + q) := by
    rw [le_div_iff₀ (by linarith)]
    nlinarith [mul_le_mul_of_nonneg_left (weight_le hb h) hq]
  have l := mul_nonneg hq p
  exact ⟨by linarith, by linarith, m⟩
```

The criterion for equality in the lower bound requires q > 0, because at q = 0 the pseudo-charge is N whether or not b lies in the span. The proof converts the statement about charge into one about W and applies `weight_eq_iff`.

```lean
/-- For a unit projector and `q > 0`, the pseudo-charge equals its lower bound `N - q / (1 + q)`
exactly when the projector lies in the span of the pseudo-states. -/
theorem pseudo_charge_minimal_iff (hb : ‖b‖ = 1) (hq : 0 < q) (h : SOrthonormal q b φ) :
    ∑ i, ‖φ i‖ ^ 2 = (Fintype.card ι : ℝ) - q / (1 + q) ↔
      b ∈ Submodule.span ℂ (Set.range φ) := by
  have m := missing_charge h
  have n : 1 + q ≠ 0 := by positivity
  rw [← weight_eq_iff hb h]
  constructor
  · intro s
    have t : q * weight b φ = q / (1 + q) := by linarith
    rw [eq_div_iff n] at t
    exact mul_left_cancel₀ hq.ne' (by linear_combination t)
  · intro s
    have t : q / (1 + q) = q * weight b φ := by
      rw [div_eq_iff n]
      linear_combination -q * s
    linarith
```

The last theorem confirms the ℂ² example: b has unit norm, the two states satisfy `SOrthonormal`, and the pseudo-charge is 5/4. Each part is checked by computing components.

```lean
/-- In `ℂ²` with `b = (1, 0)` and `q = 3`, the pseudo-states `(1/2, 0)` and `(0, 1)` are
generalized-orthonormal and carry the pseudo-charge `5/4`. -/
theorem pseudo_charge_witness :
    ‖(!₂[1, 0] : EuclideanSpace ℂ (Fin 2))‖ = 1 ∧
      SOrthonormal 3 (!₂[1, 0] : EuclideanSpace ℂ (Fin 2)) ![!₂[1 / 2, 0], !₂[0, 1]] ∧
      ∑ i, ‖(![!₂[1 / 2, 0], !₂[0, 1]] : Fin 2 → EuclideanSpace ℂ (Fin 2)) i‖ ^ 2
        = 5 / 4 := by
  refine ⟨?_, ?_, ?_⟩
  · simp [EuclideanSpace.norm_eq, Fin.sum_univ_two]
  · intro i j
    have c2 : (starRingEnd ℂ) 2 = 2 := map_ofNat (starRingEnd ℂ) 2
    rw [inner_overlap]
    simp only [PiLp.inner_apply, RCLike.inner_apply, Fin.sum_univ_two]
    fin_cases i <;> fin_cases j <;> simp [c2]
    all_goals norm_num
  · simp only [EuclideanSpace.norm_sq_eq, Fin.sum_univ_two]
    simp
    all_goals norm_num

end

end UltrasoftMissingCharge
```

```lean
#print axioms UltrasoftMissingCharge.pseudo_charge_bounds
#print axioms UltrasoftMissingCharge.pseudo_charge_minimal_iff
```

```
'UltrasoftMissingCharge.pseudo_charge_bounds' depends on axioms: [propext, Classical.choice, Quot.sound]
'UltrasoftMissingCharge.pseudo_charge_minimal_iff' depends on axioms: [propext, Classical.choice, Quot.sound]
```
